# With spin–orbit coupling, folding k onto −k in one spin channel can shift the mean band energy, even on a fine mesh

## Halving the k-mesh

To save work in a band-structure calculation, one often keeps a single point from each pair $k$, $-k$ and doubles its weight. This is exact for a summand that takes the same value at both points. For band energies, time reversal supplies that for the sum over both spins. With spin–orbit coupling it does not supply it for one spin channel, whose energies at $k$ and $-k$ can differ when the crystal lacks inversion symmetry. A chain with one orbital per site shows the size of the error.

## One spin channel of a chain

Let the lattice constant be 1 and let spin along a fixed axis be conserved. One channel has the band

$$e(k) = \varepsilon - 2t\cos k + 2a\sin k .$$

Here $\varepsilon$ is the on-site energy, $t$ the ordinary hopping and $a$ the spin–orbit coupling (not the lattice constant). The coupling is the imaginary part of the nearest-neighbour hopping, up to sign, and it has opposite signs for the two spins. The other channel therefore has energy $e(-k)$.

For an integer $p\ge1$ the full mesh is $k_r=\pi r/p$ with $0\le r<2p$. Since $-k_r$ is equivalent to $k_{2p-r}$, folding keeps $r=0,\dots,p$. The two end points are their own partners and have weight $1/(2p)$; the inner points have weight $1/p$. Write $M_p[f]$ for the full mean and $F_p[f]$ for the folded one. Then

$$M_p[e]=\varepsilon,\qquad F_p[e]=\varepsilon+\frac{2a}{p}\cot\frac{\pi}{2p}\;\longrightarrow\;\varepsilon+\frac{4a}{\pi}\quad(p\to\infty).$$

For $p=1$ the mesh holds only $0$ and $\pi$, where the sine vanishes, and the shift is zero. For $p\ge2$ the two means agree exactly when $a=0$.

In electronic-structure terms, $M_p[e]$ is the band energy per site of a completely filled channel of this non-interacting, one-dimensional model.

## The two means by hand

**Full mesh.** Both $\cos$ and $\sin$ change sign under $k\to k+\pi$, so $e(k)+e(k+\pi)=2\varepsilon$. As $k_{p+r}=k_r+\pi$, the $2p$ energies form $p$ such pairs. Their sum is $2p\varepsilon$ and their mean is $\varepsilon$.

**Even functions.** For any $2\pi$-periodic $f$ we have $f(k_{2p-r})=f(-k_r)$, hence

$$\sum_{r=0}^{2p-1} f(k_r)=f(0)+f(\pi)+\sum_{r=1}^{p-1}\bigl[f(k_r)+f(-k_r)\bigr].$$

Division by $2p$ gives $M_p[f]=F_p[f_+]$, with $f_+(k)=\tfrac12[f(k)+f(-k)]$. Folding is thus exact for even periodic functions, among them the sum of the two spin channels. It is also exact for $\varepsilon-2t\cos k$, whose folded mean is $\varepsilon$ by the previous step with $a=0$.

**The sine.** The folded mean is the trapezoidal rule for the integral over $[0,\pi]$, divided by $\pi$:

$$F_p[\sin]=\frac{S}{2p},\qquad S=\sum_{r=0}^{p-1}(\sin k_r+\sin k_{r+1}).$$

Put $h=\pi/(2p)$, so that $k_{r+1}=k_r+2h$. From

$$[\sin x+\sin(x+2h)]\sin h=2\sin(x+h)\cos h\sin h=\cos h\,[\cos x-\cos(x+2h)]$$

the sum telescopes to $S\sin h=\cos h\,(\cos0-\cos\pi)=2\cos h$. Hence $F_p[\sin]=\cot(h)/p$, and by linearity $F_p[e]=\varepsilon+(2a/p)\cot h$.

**Limit and equality.** Since $1/p=2h/\pi$, the shift is $(4a/\pi)\cos h\,/\,(\sin h/h)$, which tends to $4a/\pi$ as $h\to0$. For $p\ge2$ we have $0<h<\pi/2$, so $\cot h>0$ and the shift vanishes only if $a=0$.

## Reading the Lean statements

`kpt p r` is $k_r$, and `fullMean p f` and `foldedMean p f` are $M_p[f]$ and $F_p[f]$ for an arbitrary real function `f`. `band ε t a` is one spin channel, with all parameters real and of either sign.

- `fullMean_band` and `foldedMean_band` give the two means for `1 ≤ p`.
- `foldedMean_band_eq_fullMean_iff` is the equality criterion for `2 ≤ p`.
- `tendsto_foldedMean_band` is the limit.
- `foldedMean_spin_pair` says that folding is exact for `up k + dn k`. It assumes that `up` is periodic and that `dn k = up (-k)`, which is the time-reversal relation between the channels. `foldedMean_spin_pair_witness` shows that the bands with `a` and `-a` satisfy both conditions.

Every $k$ counts equally, so there is no Fermi level, partial filling or smearing. The step left to the physicist is the separation into two spin channels: the band is a definition and is not derived from a Hamiltonian, and in a real crystal spin–orbit coupling may mix the spins.

## The Lean file

```lean
import Mathlib

open Real Filter Topology

namespace SpinOrbitFolding

noncomputable section

/-- The mesh point `k = π r / p`, for `p ≥ 1`. -/
def kpt (p r : ℕ) : ℝ := π * r / p

/-- The mean of `f` over the full mesh `k = π r / p`, `r < 2p`, for `p ≥ 1`. -/
def fullMean (p : ℕ) (f : ℝ → ℝ) : ℝ :=
  (∑ r ∈ Finset.range (2 * p), f (kpt p r)) / (2 * p)

/-- The folded mean over `r = 0, ..., p`, for `p ≥ 1`: weight `1/(2p)` at both ends
and `1/p` inside. -/
def foldedMean (p : ℕ) (f : ℝ → ℝ) : ℝ :=
  (f (kpt p 0) + f (kpt p p)) / (2 * p) + (∑ r ∈ Finset.Ico 1 p, f (kpt p r)) / p

/-- One spin channel of a chain with on-site energy `ε`, hopping `t` and spin-orbit
coupling `a`. -/
def band (ε t a k : ℝ) : ℝ := ε - 2 * t * Real.cos k + 2 * a * Real.sin k

/-- For `p ≥ 1`, the folded mean is the trapezoidal rule for the integral from `0` to `π`, divided
by `π`. -/
theorem foldedMean_trapezoid (p : ℕ) (f : ℝ → ℝ) :
    foldedMean p f =
      (∑ r ∈ Finset.range p, (f (kpt p r) + f (kpt p (r + 1)))) / (2 * p) := by
  rcases Nat.eq_zero_or_pos p with rfl | hp
  · simp [foldedMean]
  have aux : ∀ (g : ℕ → ℝ) (n : ℕ), 1 ≤ n → ∑ r ∈ Finset.range n, (g r + g (r + 1)) =
      g 0 + g n + 2 * ∑ r ∈ Finset.Ico 1 n, g r := by
    intro g n hn
    induction n, hn using Nat.le_induction with
    | base => simp
    | succ n hn ih =>
      rw [Finset.sum_range_succ, ih, Finset.sum_Ico_succ_top hn]
      ring
  have h : ∑ r ∈ Finset.range p, (f (kpt p r) + f (kpt p (r + 1))) =
      f (kpt p 0) + f (kpt p p) + 2 * ∑ r ∈ Finset.Ico 1 p, f (kpt p r) :=
    aux (fun r => f (kpt p r)) p hp
  rw [foldedMean, h]
  ring

/-- For a `2π`-periodic function, the full mean is the folded mean of its even part. -/
theorem fullMean_eq_foldedMean_even_part (f : ℝ → ℝ) (hf : Function.Periodic f (2 * π))
    (p : ℕ) : fullMean p f = foldedMean p (fun k => (f k + f (-k)) / 2) := by
  rcases Nat.eq_zero_or_pos p with rfl | hp
  · simp [fullMean, foldedMean]
  have hp0 : (p : ℝ) ≠ 0 := by positivity
  have hpp : (p : ℝ) * (p : ℝ)⁻¹ = 1 := mul_inv_cancel₀ hp0
  -- a point of the second half zone is the mirror image of one in the first
  have key : ∀ q r : ℕ, q + (r + 1) = 2 * p → f (kpt p q) = f (-kpt p (r + 1)) := by
    intro q r h
    have h' : (q : ℝ) + (r + 1) = 2 * p := by exact_mod_cast h
    have e : kpt p q = -kpt p (r + 1) + 2 * π := by
      unfold kpt
      push_cast
      linear_combination (π / p) * h' + 2 * π * hpp
    rw [e]
    exact hf _
  have hsplit : ∑ r ∈ Finset.range (2 * p), f (kpt p r) =
      ∑ r ∈ Finset.range p, f (kpt p r) + ∑ r ∈ Finset.range p, f (-kpt p (r + 1)) := by
    rw [two_mul, Finset.sum_range_add]
    congr 1
    rw [← Finset.sum_range_reflect]
    apply Finset.sum_congr rfl
    intro r hr
    have hr' := Finset.mem_range.mp hr
    exact key (p + (p - 1 - r)) r (by omega)
  -- shifting the sums by one point changes only the end terms
  have s : ∀ g : ℕ → ℝ, ∑ r ∈ Finset.range p, g (r + 1) =
      ∑ r ∈ Finset.range p, g r + g p - g 0 := by
    intro g
    have h1 := Finset.sum_range_succ g p
    have h2 := Finset.sum_range_succ' g p
    linarith
  have h1 : ∑ r ∈ Finset.range p, f (kpt p (r + 1)) =
      ∑ r ∈ Finset.range p, f (kpt p r) + f (kpt p p) - f (kpt p 0) :=
    s (fun r => f (kpt p r))
  have h2 : ∑ r ∈ Finset.range p, f (-kpt p (r + 1)) =
      ∑ r ∈ Finset.range p, f (-kpt p r) + f (-kpt p p) - f (-kpt p 0) :=
    s (fun r => f (-kpt p r))
  have h3 : f (-kpt p 0) = f (kpt p 0) := by simp [kpt]
  have h4 : f (-kpt p p) = f (kpt p p) := by
    have e : kpt p p = π := mul_div_cancel_right₀ π hp0
    have h := hf (-π)
    rw [show -π + 2 * π = π by ring] at h
    rw [e, h]
  rw [fullMean, foldedMean_trapezoid, hsplit]
  congr 1
  simp only [Finset.sum_add_distrib, ← Finset.sum_div]
  linarith

/-- Folding is exact for the sum of two spin channels related by time reversal,
`dn k = up (-k)`, when `up` is `2π`-periodic. -/
theorem foldedMean_spin_pair (up dn : ℝ → ℝ) (hup : Function.Periodic up (2 * π))
    (hT : ∀ k, dn k = up (-k)) (p : ℕ) :
    foldedMean p (fun k => up k + dn k) = fullMean p (fun k => up k + dn k) := by
  have hF : Function.Periodic (fun k => up k + dn k) (2 * π) := by
    intro k
    have h : up (-(k + 2 * π)) = up (-k) := by
      rw [show -(k + 2 * π) = -k - 2 * π by ring]
      exact hup.sub_eq _
    simp only [hT, h, hup k]
  rw [fullMean_eq_foldedMean_even_part _ hF]
  congr 1
  funext k
  simp only [hT, neg_neg]
  ring

/-- The channel with coupling `a` is `2π`-periodic, and the channel with coupling `-a` has its
energy at `-k`, as time reversal requires. -/
theorem foldedMean_spin_pair_witness (ε t a : ℝ) :
    Function.Periodic (band ε t a) (2 * π) ∧
      ∀ k, band ε t (-a) k = band ε t a (-k) := by
  constructor
  · intro k
    simp only [band, Real.cos_add_two_pi, Real.sin_add_two_pi]
  · intro k
    simp only [band, Real.cos_neg, Real.sin_neg]
    ring

/-- For `p ≥ 1` the full mesh gives the on-site energy as the mean of one spin channel. -/
theorem fullMean_band (ε t a : ℝ) {p : ℕ} (hp : 1 ≤ p) :
    fullMean p (band ε t a) = ε := by
  have hp0 : (p : ℝ) ≠ 0 := by positivity
  have hpp : (p : ℝ) * (p : ℝ)⁻¹ = 1 := mul_inv_cancel₀ hp0
  -- the energies at `k` and `k + π` add up to `2 ε`
  have h : ∀ r, band ε t a (kpt p r) + band ε t a (kpt p (p + r)) = 2 * ε := by
    intro r
    have e : kpt p (p + r) = kpt p r + π := by
      unfold kpt
      push_cast
      linear_combination π * hpp
    rw [e]
    simp only [band, Real.cos_add_pi, Real.sin_add_pi]
    ring
  have hsum : ∑ r ∈ Finset.range (2 * p), band ε t a (kpt p r) = 2 * p * ε := by
    rw [two_mul p, Finset.sum_range_add, ← Finset.sum_add_distrib]
    simp only [h, Finset.sum_const, Finset.card_range, nsmul_eq_mul]
    ring
  rw [fullMean, hsum]
  exact mul_div_cancel_left₀ ε (mul_ne_zero two_ne_zero hp0)

/-- The folded mean of `sin k` is `cot(π/(2p)) / p`, for `p ≥ 1`. -/
theorem foldedMean_sin {p : ℕ} (hp : 1 ≤ p) :
    foldedMean p Real.sin = Real.cot (π / (2 * p)) / p := by
  have hp1 : (1 : ℝ) ≤ p := by exact_mod_cast hp
  have hp0 : (p : ℝ) ≠ 0 := by positivity
  obtain ⟨h, hh⟩ : ∃ h : ℝ, h = π / (2 * p) := ⟨_, rfl⟩
  have hs : Real.sin h ≠ 0 := by
    rw [hh]
    exact (Real.sin_pos_of_pos_of_lt_pi (by positivity)
      (div_lt_self Real.pi_pos (by linarith))).ne'
  have hk : ∀ n, kpt p (n + 1) = kpt p n + 2 * h := by
    intro n
    rw [hh]
    unfold kpt
    push_cast
    ring
  have step : ∀ x, (Real.sin x + Real.sin (x + 2 * h)) * Real.sin h =
      Real.cos h * (Real.cos x - Real.cos (x + 2 * h)) := by
    intro x
    rw [Real.sin_add, Real.cos_add, Real.sin_two_mul, Real.cos_two_mul]
    linear_combination 2 * Real.cos x * Real.cos h * Real.sin_sq_add_cos_sq h
  -- multiplied by `sin h`, the sum telescopes
  have tele : ∀ n, (∑ r ∈ Finset.range n, (Real.sin (kpt p r) + Real.sin (kpt p (r + 1)))) *
      Real.sin h = Real.cos h * (1 - Real.cos (kpt p n)) := by
    intro n
    induction n with
    | zero => simp [kpt]
    | succ n ih =>
      rw [Finset.sum_range_succ, add_mul, ih, hk n, step]
      ring
  have e : kpt p p = π := mul_div_cancel_right₀ π hp0
  have hS := tele p
  rw [e, Real.cos_pi] at hS
  rw [foldedMean_trapezoid, ← hh, Real.cot_eq_cos_div_sin, eq_div_of_mul_eq hs hS]
  ring

/-- For `p ≥ 1`, the folded mean of one spin channel is `ε + (2a/p) cot(π/(2p))`. -/
theorem foldedMean_band (ε t a : ℝ) {p : ℕ} (hp : 1 ≤ p) :
    foldedMean p (band ε t a) = ε + 2 * a / p * Real.cot (π / (2 * p)) := by
  -- the even part is folded exactly
  have heven : foldedMean p (band ε t 0) = ε := by
    have h := fullMean_eq_foldedMean_even_part _ (foldedMean_spin_pair_witness ε t 0).1 p
    have e : (fun k => (band ε t 0 k + band ε t 0 (-k)) / 2) = band ε t 0 := by
      funext k
      simp only [band, Real.cos_neg, Real.sin_neg]
      ring
    rw [e, fullMean_band ε t 0 hp] at h
    exact h.symm
  have hlin : foldedMean p (band ε t a) =
      foldedMean p (band ε t 0) + 2 * a * foldedMean p Real.sin := by
    have h : ∑ r ∈ Finset.Ico 1 p, band ε t a (kpt p r) =
        ∑ r ∈ Finset.Ico 1 p, band ε t 0 (kpt p r) +
          2 * a * ∑ r ∈ Finset.Ico 1 p, Real.sin (kpt p r) := by
      rw [Finset.mul_sum, ← Finset.sum_add_distrib]
      apply Finset.sum_congr rfl
      intro r _
      simp only [band]
      ring
    unfold foldedMean
    rw [h]
    simp only [band]
    ring
  rw [hlin, heven, foldedMean_sin hp]
  ring

/-- For `p ≥ 2`, folding one spin channel gives the full mean exactly when the
spin-orbit coupling `a` vanishes. -/
theorem foldedMean_band_eq_fullMean_iff (ε t a : ℝ) {p : ℕ} (hp : 2 ≤ p) :
    foldedMean p (band ε t a) = fullMean p (band ε t a) ↔ a = 0 := by
  have hp2 : (2 : ℝ) ≤ p := by exact_mod_cast hp
  have hp0 : (0 : ℝ) < p := by linarith
  have hpos : 0 < π / (2 * p) := by positivity
  have hlt : π / (2 * p) < π / 2 :=
    div_lt_div_of_pos_left Real.pi_pos two_pos (by linarith)
  have hc : 0 < Real.cot (π / (2 * p)) := by
    rw [Real.cot_eq_cos_div_sin]
    exact div_pos (Real.cos_pos_of_mem_Ioo ⟨by linarith, hlt⟩)
      (Real.sin_pos_of_pos_of_lt_pi hpos (by linarith))
  rw [foldedMean_band ε t a (by omega), fullMean_band ε t a (by omega)]
  constructor
  · intro e
    by_contra ha
    have h0 : 2 * a / p * Real.cot (π / (2 * p)) = 0 := by linarith
    exact mul_ne_zero (div_ne_zero (mul_ne_zero two_ne_zero ha) hp0.ne') hc.ne' h0
  · intro ha
    simp [ha]

/-- As the mesh is refined, the folded mean of one spin channel tends to `ε + 4a/π`. -/
theorem tendsto_foldedMean_band (ε t a : ℝ) :
    Tendsto (fun p : ℕ => foldedMean p (band ε t a)) atTop (𝓝 (ε + 4 * a / π)) := by
  have hG : ContinuousAt (fun x => ε + 4 * a / π * (Real.cos x / Real.sinc x)) 0 :=
    continuousAt_const.add (continuousAt_const.mul
      (Real.continuous_cos.continuousAt.div Real.continuous_sinc.continuousAt (by simp)))
  have h0 := hG.tendsto
  simp only [Real.cos_zero, Real.sinc_zero, div_one, mul_one] at h0
  have hh : Tendsto (fun p : ℕ => π / 2 / (p : ℝ)) atTop (𝓝 0) :=
    tendsto_const_div_atTop_nhds_zero_nat (π / 2)
  refine (h0.comp hh).congr' ?_
  filter_upwards [eventually_ge_atTop 1] with p hp
  have hp0 : (0 : ℝ) < p := by exact_mod_cast hp
  have hx : π / 2 / (p : ℝ) ≠ 0 := by positivity
  have hpi : π * π⁻¹ = 1 := mul_inv_cancel₀ Real.pi_ne_zero
  rw [foldedMean_band ε t a hp, ← div_div, Real.cot_eq_cos_div_sin]
  simp only [Function.comp_apply]
  rw [Real.sinc_of_ne_zero hx, div_div_eq_mul_div]
  linear_combination
    (2 * a / p * (Real.cos (π / 2 / p) / Real.sin (π / 2 / p))) * hpi

end

end SpinOrbitFolding
```

```lean
#print axioms SpinOrbitFolding.foldedMean_spin_pair
-- 'SpinOrbitFolding.foldedMean_spin_pair' depends on axioms: [propext, Classical.choice, Quot.sound]
#print axioms SpinOrbitFolding.foldedMean_band_eq_fullMean_iff
-- 'SpinOrbitFolding.foldedMean_band_eq_fullMean_iff' depends on axioms: [propext, Classical.choice, Quot.sound]
#print axioms SpinOrbitFolding.tendsto_foldedMean_band
-- 'SpinOrbitFolding.tendsto_foldedMean_band' depends on axioms: [propext, Classical.choice, Quot.sound]
```

## From the hand calculation to the proof

`foldedMean_trapezoid` rewrites the end-point weights as a sum over neighbouring pairs, by induction on the number of intervals.

`fullMean_eq_foldedMean_even_part` splits the full sum into two halves and reverses the second with `Finset.sum_range_reflect`. Periodicity, in `key`, turns its points into mirror images of the first half. The auxiliary fact `s` accounts for the end terms when a sum is shifted by one point. `foldedMean_spin_pair` then only has to check that the summed channels are periodic and equal to their own even part.

`fullMean_band` pairs $k$ with $k+\pi$ as above. In `foldedMean_sin`, `step` is the trigonometric identity and `tele` is the telescoped sum, proved by induction. The division by $\sin h$ is allowed because $0<h<\pi$.

`foldedMean_band` combines the even part (`heven`) with the sine part (`hlin`). The equality criterion follows from the positive cotangent, `hc`.

For the limit, the shift is written with `Real.sinc`, which is $\sin x/x$ for $x\ne0$ and 1 at $x=0$. The function $\cos x/\operatorname{sinc}x$ is continuous at zero, and $\pi/(2p)$ tends to zero. `congr'` then identifies this expression with the folded mean for all $p\ge1$.
